# A filled irreducible shell with an invariant interaction has Hartree and exchange matrices proportional to the identity

I have an ion with a completely filled d shell, and I treat the Coulomb interaction within the shell in Hartree–Fock. The repulsion between two d orbitals depends on the pair: $d_{xy}$ with $d_{x^2-y^2}$ is not the same as $d_{xy}$ with $d_{z^2}$. Nor do all five orbitals see the same list of repulsion energies: the list for $d_{xy}$ differs from the one for $d_{xz}$. The exchange integrals depend on the pair as well. Why should the sums over the filled shell come out equal for all five orbitals? Could the mean field of the shell add a splitting of its own to the crystal field?

## Symmetry makes the sums equal

It adds none if two conditions hold: the interaction is invariant under a set of unitary orbital transformations, and only multiples of the identity commute with all of them. For a d shell with a spherical interaction, the rotations are such a set. The individual repulsions may differ, but their sums may not.

Take $n$ orthonormal orbitals and write the interaction as a matrix $V$ with elements $\langle ik|V|jl\rangle$, where the first index on each side belongs to electron 1. For one electron in every orbital, all of the same spin, the Hartree and exchange matrices are

$$J_{ij}=\sum_k\langle ik|V|jk\rangle,\qquad K_{ij}=\sum_k\langle ik|V|kj\rangle .$$

For any two-electron operator $W$, define the partial trace $(\mathrm{Tr}_2W)_{ij}=\sum_k W_{ik,jk}$. Let $S$ be the operator that swaps the two electrons' orbitals. Then $(VS)_{ik,jk}=V_{ik,kj}$, so the two matrices are $\mathrm{Tr}_2V$ and $\mathrm{Tr}_2(VS)$.

Writing out the sums gives three rules for a one-electron matrix $a$:

$$\mathrm{Tr}_2[(a\otimes1)W]=a\,\mathrm{Tr}_2W,\qquad \mathrm{Tr}_2[W(a\otimes1)]=(\mathrm{Tr}_2W)\,a,$$
$$\mathrm{Tr}_2[(1\otimes a)W]=\mathrm{Tr}_2[W(1\otimes a)].$$

In the last rule, both sides have the elements $\sum_{k,m}a_{km}W_{im,jk}$.

Now let $u$ be unitary and $W(u\otimes u)=(u\otimes u)W$. Multiplying from the right by $1\otimes u^\dagger$ gives

$$W(u\otimes1)=(1\otimes u)(u\otimes1)W(1\otimes u^\dagger).$$

Take the partial trace. The left side becomes $(\mathrm{Tr}_2W)u$. On the right, the factor $1\otimes u$ moves cyclically to the end, where it cancels $1\otimes u^\dagger$, and $u\,\mathrm{Tr}_2W$ remains. So $\mathrm{Tr}_2W$ commutes with every $u$ in the set and must equal $c\,1$ for some number $c$. Its trace is $nc=\mathrm{tr}\,W$.

This settles the Hartree term with $W=V$. For exchange, $S$ commutes with $u\otimes u$, because the elements of both products between $ik$ and $jl$ are $u_{il}u_{kj}$. Hence

$$VS(u\otimes u)=V(u\otimes u)S=(u\otimes u)VS,$$

and $W=VS$ is also allowed. Calling the two constants $J$ and $K$, we have $nJ=\mathrm{tr}\,V$ and $nK=\mathrm{tr}(VS)$. With every orbital doubly occupied, an electron is repelled by both spins but has exchange only with its own. For any one-electron matrix $h$, the Fock matrix is therefore $h+(2J-K)1$. It has the eigenvectors of $h$, with every level shifted by $2J-K$. A crystal field already in $h$ keeps its splittings.

A two-orbital example shows the bookkeeping. With repulsion $U$ within an orbital and $U'$ between orbitals, in density-density form, $J=U+U'$ and $K=U$. The shift is $U+2U'$: one electron of opposite spin in the same orbital and two in the other.

One trap in the derivation is to treat $\mathrm{Tr}_2$ as cyclic for all operators. Applied to $W=(u\otimes u)W(u\otimes u)^\dagger$, that would give only $\mathrm{Tr}_2W=\mathrm{Tr}_2W$, and the commutation with $u$ would be lost. Cyclicity holds for operators on the traced electron; those on the first electron must stay on their side.

## What the Lean statements say

The type `n` labels the orbitals, and pairs in `n × n` label two-electron product states. An entry `V (i, k) (j, l)` is $\langle ik|V|jl\rangle$, and `u ⊗ₖ u` applies the same transformation to both electrons. The definitions `hartree`, `exchange` and `fock` are $\mathrm{Tr}_2V$, $\mathrm{Tr}_2(VS)$ and $h+2\,\mathrm{Tr}_2V-\mathrm{Tr}_2(VS)$.

In `hartree_exchange_scalar`, `hG` says that the members of `G` are unitary, `hirr` that only scalars commute with all of them, and `hV` that the interaction is invariant. `G` need not be a group. The conclusion gives complex numbers `J` and `K` with both matrix identities and both trace formulas. Then `fock_levels_shift` provides one constant `c`, the same for all `h`, such that $\psi$ solves the Fock equation at $\varepsilon+c$ exactly when it solves the equation for $h$ at $\varepsilon$.

The condition `OnlyScalarsCommute` is assumed for a general shell. For a complex irreducible representation it is Schur's lemma; the file establishes it directly for the two-orbital example. $V$ need not be Hermitian; if it is, $J$ and $K$ are real for any shell with at least one orbital.

The model is a finite shell with spin-independent $h$ and $V$ and every orbital doubly occupied. It leaves out partial filling and mixing with orbitals outside the shell. A fixed field of other shells can be part of $h$. The choice of symmetry matters too: in an octahedral site the d shell separates into $t_{2g}$ and $e_g$, so an interaction with only the site symmetry may shift these two sets differently.

```lean
import Mathlib

open Matrix
open scoped Kronecker

namespace ClosedShellMeanField

noncomputable section

variable {n : Type*} [Fintype n]

/-- Partial trace of a two-electron operator over the orbitals of the second electron. -/
def partialTrace (W : Matrix (n × n) (n × n) ℂ) : Matrix n n ℂ :=
  Matrix.of fun i j => ∑ k, W (i, k) (j, k)

/-- The partial trace keeps the full trace. -/
theorem trace_partialTrace (W : Matrix (n × n) (n × n) ℂ) :
    (partialTrace W).trace = W.trace := by
  simp [Matrix.trace, partialTrace, Fintype.sum_prod_type]

variable [DecidableEq n]

/-- The operator SWAP that exchanges the orbitals of the two electrons. -/
def swap : Matrix (n × n) (n × n) ℂ :=
  Matrix.of fun p q => if p = q.swap then 1 else 0

/-- Hartree matrix for one electron in every orbital, all of the same spin: the partial trace of the
interaction `V`. -/
def hartree (V : Matrix (n × n) (n × n) ℂ) : Matrix n n ℂ := partialTrace V

/-- Exchange matrix for one electron in every orbital, all of the same spin: the partial trace of
`V` times SWAP. -/
def exchange (V : Matrix (n × n) (n × n) ℂ) : Matrix n n ℂ := partialTrace (V * swap)

/-- Closed-shell Fock matrix `h + 2J - K`, with every orbital of the shell doubly occupied. -/
def fock (h : Matrix n n ℂ) (V : Matrix (n × n) (n × n) ℂ) : Matrix n n ℂ :=
  h + ((2 : ℂ) • hartree V - exchange V)

/-- The only matrices that commute with every member of `G` are multiples of the identity. -/
def OnlyScalarsCommute (G : Set (Matrix n n ℂ)) : Prop :=
  ∀ A : Matrix n n ℂ, (∀ u ∈ G, A * u = u * A) → ∃ c : ℂ, A = c • (1 : Matrix n n ℂ)

/-- The exchange matrix has the elements `K_ij = ∑ k, ⟨i k|V|k j⟩`. -/
theorem exchange_apply (V : Matrix (n × n) (n × n) ℂ) (i j : n) :
    exchange V i j = ∑ k, V (i, k) (k, j) := by
  simp [exchange, partialTrace, swap, Matrix.mul_apply]

/-- SWAP commutes with the same one-electron operator applied to both electrons. -/
theorem swap_commute (u : Matrix n n ℂ) : swap * (u ⊗ₖ u) = (u ⊗ₖ u) * swap := by
  have flip : ∀ p r : n × n, p = r.swap ↔ r = p.swap := by
    intro p r
    constructor <;> rintro rfl <;> simp
  ext p q
  have hl : (swap * (u ⊗ₖ u) : Matrix (n × n) (n × n) ℂ) p q = (u ⊗ₖ u) p.swap q := by
    rw [Matrix.mul_apply, Finset.sum_eq_single p.swap]
    · simp [swap]
    · intro r _ hne
      have hp : p ≠ r.swap := fun h => hne ((flip p r).1 h)
      simp [swap, hp]
    · simp
  have hr : ((u ⊗ₖ u) * swap : Matrix (n × n) (n × n) ℂ) p q = (u ⊗ₖ u) p q.swap := by
    simp [swap, Matrix.mul_apply]
  rw [hl, hr]
  simp [Matrix.kroneckerMap_apply, mul_comm]

/-- Operators on the first electron can be pulled out of the partial trace on either side,
and operators on the second electron can be moved around it cyclically. -/
theorem partialTrace_rules (a : Matrix n n ℂ) (W : Matrix (n × n) (n × n) ℂ) :
    partialTrace ((a ⊗ₖ (1 : Matrix n n ℂ)) * W) = a * partialTrace W ∧
    partialTrace (W * (a ⊗ₖ (1 : Matrix n n ℂ))) = partialTrace W * a ∧
    partialTrace (((1 : Matrix n n ℂ) ⊗ₖ a) * W) =
      partialTrace (W * ((1 : Matrix n n ℂ) ⊗ₖ a)) := by
  refine ⟨?_, ?_, ?_⟩
  · ext i j
    simp [partialTrace, Matrix.mul_apply, Fintype.sum_prod_type, Matrix.kroneckerMap_apply,
      Matrix.one_apply, Finset.mul_sum]
    exact Finset.sum_comm
  · ext i j
    simp [partialTrace, Matrix.mul_apply, Fintype.sum_prod_type, Matrix.kroneckerMap_apply,
      Matrix.one_apply, Finset.sum_mul]
    exact Finset.sum_comm
  · ext i j
    simp [partialTrace, Matrix.mul_apply, Fintype.sum_prod_type_right,
      Matrix.kroneckerMap_apply, Matrix.one_apply]
    exact Finset.sum_comm.trans (Finset.sum_congr rfl fun _ _ =>
      Finset.sum_congr rfl fun _ _ => mul_comm _ _)

/-- If a two-electron operator commutes with `u ⊗ u` for a unitary `u`, then its partial trace
commutes with `u`. -/
theorem partialTrace_commute {u : Matrix n n ℂ} (hu : u ∈ Matrix.unitaryGroup n ℂ)
    {W : Matrix (n × n) (n × n) ℂ} (h : W * (u ⊗ₖ u) = (u ⊗ₖ u) * W) :
    partialTrace W * u = u * partialTrace W := by
  have e1 : u ⊗ₖ u = (u ⊗ₖ (1 : Matrix n n ℂ)) * ((1 : Matrix n n ℂ) ⊗ₖ u) := by
    rw [← Matrix.mul_kronecker_mul, mul_one, one_mul]
  have e2 : u ⊗ₖ u = ((1 : Matrix n n ℂ) ⊗ₖ u) * (u ⊗ₖ (1 : Matrix n n ℂ)) := by
    rw [← Matrix.mul_kronecker_mul, mul_one, one_mul]
  have e3 : ((1 : Matrix n n ℂ) ⊗ₖ u) * ((1 : Matrix n n ℂ) ⊗ₖ star u) = 1 := by
    rw [← Matrix.mul_kronecker_mul, Matrix.mem_unitaryGroup_iff.mp hu, one_mul,
      Matrix.one_kronecker_one]
  have e4 : ((1 : Matrix n n ℂ) ⊗ₖ star u) * ((1 : Matrix n n ℂ) ⊗ₖ u) = 1 := by
    rw [← Matrix.mul_kronecker_mul, Matrix.mem_unitaryGroup_iff'.mp hu, one_mul,
      Matrix.one_kronecker_one]
  -- undo the rotation of the second electron
  have key : W * (u ⊗ₖ (1 : Matrix n n ℂ)) = ((1 : Matrix n n ℂ) ⊗ₖ u) *
      ((u ⊗ₖ (1 : Matrix n n ℂ)) * W * ((1 : Matrix n n ℂ) ⊗ₖ star u)) := by
    calc W * (u ⊗ₖ (1 : Matrix n n ℂ))
        = W * ((u ⊗ₖ (1 : Matrix n n ℂ)) * ((1 : Matrix n n ℂ) ⊗ₖ u)) *
            ((1 : Matrix n n ℂ) ⊗ₖ star u) := by simp only [mul_assoc, e3, mul_one]
      _ = _ := by
        rw [← e1, h, e2]
        simp only [mul_assoc]
  -- the two rotations of the second electron cancel under the partial trace
  rw [← (partialTrace_rules u W).2.1, key, (partialTrace_rules u _).2.2, mul_assoc, e4,
    mul_one, (partialTrace_rules u W).1]

/-- For unitaries `G` with only scalar common commuting matrices, the partial trace of a
two-electron operator `W` that commutes with all `u ⊗ u` is a multiple `c` of the identity, with
`n c = tr W` for `n` orbitals. -/
theorem partialTrace_scalar {G : Set (Matrix n n ℂ)} (hG : ∀ u ∈ G, u ∈ Matrix.unitaryGroup n ℂ)
    (hirr : OnlyScalarsCommute G) {W : Matrix (n × n) (n × n) ℂ}
    (hW : ∀ u ∈ G, W * (u ⊗ₖ u) = (u ⊗ₖ u) * W) :
    ∃ c : ℂ, partialTrace W = c • (1 : Matrix n n ℂ) ∧ (Fintype.card n : ℂ) * c = W.trace := by
  obtain ⟨c, hc⟩ := hirr _ fun u hu => partialTrace_commute (hG u hu) (hW u hu)
  refine ⟨c, hc, ?_⟩
  rw [← trace_partialTrace, hc, Matrix.trace_smul, Matrix.trace_one, smul_eq_mul, mul_comm]

/-- Let the unitaries `G` have only scalar common commuting matrices and let the interaction `V`
commute with all `u ⊗ u`. Then the Hartree and exchange matrices are multiples `J` and `K` of the
identity, with `n J = tr V` and `n K = tr (V SWAP)` for `n` orbitals. -/
theorem hartree_exchange_scalar {G : Set (Matrix n n ℂ)}
    (hG : ∀ u ∈ G, u ∈ Matrix.unitaryGroup n ℂ) (hirr : OnlyScalarsCommute G)
    {V : Matrix (n × n) (n × n) ℂ} (hV : ∀ u ∈ G, V * (u ⊗ₖ u) = (u ⊗ₖ u) * V) :
    ∃ J K : ℂ, hartree V = J • (1 : Matrix n n ℂ) ∧ exchange V = K • (1 : Matrix n n ℂ) ∧
      (Fintype.card n : ℂ) * J = V.trace ∧ (Fintype.card n : ℂ) * K = (V * swap).trace := by
  obtain ⟨J, hJ, tJ⟩ := partialTrace_scalar hG hirr hV
  -- `V SWAP` has the same symmetry as `V`
  obtain ⟨K, hK, tK⟩ := partialTrace_scalar hG hirr (W := V * swap) fun u hu => by
    rw [mul_assoc, swap_commute, ← mul_assoc, hV u hu, mul_assoc]
  exact ⟨J, K, hJ, hK, tJ, tK⟩

/-- Under the hypotheses of `hartree_exchange_scalar`, the closed-shell mean field shifts the levels
of every one-electron matrix `h` by one common constant `c` and keeps the eigenvectors. -/
theorem fock_levels_shift {G : Set (Matrix n n ℂ)}
    (hG : ∀ u ∈ G, u ∈ Matrix.unitaryGroup n ℂ) (hirr : OnlyScalarsCommute G)
    {V : Matrix (n × n) (n × n) ℂ} (hV : ∀ u ∈ G, V * (u ⊗ₖ u) = (u ⊗ₖ u) * V) :
    ∃ c : ℂ, ∀ (h : Matrix n n ℂ) (ψ : n → ℂ) (ε : ℂ),
      fock h V *ᵥ ψ = (ε + c) • ψ ↔ h *ᵥ ψ = ε • ψ := by
  obtain ⟨J, K, hJ, hK, -, -⟩ := hartree_exchange_scalar hG hirr hV
  refine ⟨2 * J - K, fun h ψ ε => ?_⟩
  have hF : fock h V = h + (2 * J - K) • (1 : Matrix n n ℂ) := by
    rw [fock, hJ, hK]
    module
  rw [hF, Matrix.add_mulVec, Matrix.smul_mulVec, Matrix.one_mulVec, add_smul, add_left_inj]

/-- The Pauli matrix X, which exchanges two orbitals. -/
def pauliX : Matrix (Fin 2) (Fin 2) ℂ := !![0, 1; 1, 0]

/-- The Pauli matrix Z, which changes the sign of the second orbital. -/
def pauliZ : Matrix (Fin 2) (Fin 2) ℂ := !![1, 0; 0, -1]

/-- Density-density interaction with energy `w i k` for electrons in orbitals `i` and `k`. -/
def densityInteraction (w : Matrix n n ℂ) : Matrix (n × n) (n × n) ℂ :=
  Matrix.diagonal fun p => w p.1 p.2

/-- The Pauli matrices X and Z, with a two-orbital interaction of strength `U` within an orbital
and `U'` between orbitals, meet all hypotheses of `hartree_exchange_scalar`. -/
theorem hartree_exchange_scalar_witness (U U' : ℂ) :
    (∀ u ∈ ({pauliX, pauliZ} : Set (Matrix (Fin 2) (Fin 2) ℂ)),
      u ∈ Matrix.unitaryGroup (Fin 2) ℂ) ∧
    OnlyScalarsCommute {pauliX, pauliZ} ∧
    ∀ u ∈ ({pauliX, pauliZ} : Set (Matrix (Fin 2) (Fin 2) ℂ)),
      densityInteraction !![U, U'; U', U] * (u ⊗ₖ u) =
        (u ⊗ₖ u) * densityInteraction !![U, U'; U', U] := by
  refine ⟨?_, ?_, ?_⟩
  · rintro u (rfl | rfl) <;> rw [Matrix.mem_unitaryGroup_iff] <;> ext i j <;>
      fin_cases i <;> fin_cases j <;>
      simp [pauliX, pauliZ, Matrix.mul_apply, Fin.sum_univ_two, Matrix.star_apply]
  · intro A hA
    have hx := hA pauliX (by simp)
    have hz := hA pauliZ (by simp)
    -- Z removes the off-diagonal elements, X makes the diagonal ones equal
    have hd : A 0 0 = A 1 1 := by
      simpa [pauliX, Matrix.mul_apply, Fin.sum_univ_two] using congrFun (congrFun hx 0) 1
    have e01 : -A 0 1 = A 0 1 := by
      simpa [pauliZ, Matrix.mul_apply, Fin.sum_univ_two] using congrFun (congrFun hz 0) 1
    have e10 : A 1 0 = -A 1 0 := by
      simpa [pauliZ, Matrix.mul_apply, Fin.sum_univ_two] using congrFun (congrFun hz 1) 0
    have h01 : A 0 1 = 0 := by linear_combination (-1 / 2) * e01
    have h10 : A 1 0 = 0 := by linear_combination (1 / 2) * e10
    refine ⟨A 0 0, ?_⟩
    ext i j
    fin_cases i <;> fin_cases j <;> simp [h01, h10, hd]
  · rintro u (rfl | rfl) <;> ext ⟨i, k⟩ ⟨j, l⟩ <;>
      simp only [densityInteraction, Matrix.diagonal_mul, Matrix.mul_diagonal,
        Matrix.kroneckerMap_apply] <;>
      fin_cases i <;> fin_cases k <;> fin_cases j <;> fin_cases l <;> simp [pauliX, pauliZ]

/-- The matrix Z is unitary, and a two-orbital interaction that consists of a term `U ≠ 0` within
the first orbital commutes with `Z ⊗ Z`, yet its Hartree matrix is not a multiple of the identity.
-/
theorem hartree_splits_of_reducible {U : ℂ} (hU : U ≠ 0) :
    pauliZ ∈ Matrix.unitaryGroup (Fin 2) ℂ ∧
    densityInteraction !![U, 0; 0, 0] * (pauliZ ⊗ₖ pauliZ) =
      (pauliZ ⊗ₖ pauliZ) * densityInteraction !![U, 0; 0, 0] ∧
    ¬ ∃ c : ℂ, hartree (densityInteraction !![U, 0; 0, 0]) =
      c • (1 : Matrix (Fin 2) (Fin 2) ℂ) := by
  refine ⟨(hartree_exchange_scalar_witness 0 0).1 _ (by simp), ?_, ?_⟩
  · ext ⟨i, k⟩ ⟨j, l⟩
    simp only [densityInteraction, Matrix.diagonal_mul, Matrix.mul_diagonal,
      Matrix.kroneckerMap_apply]
    fin_cases i <;> fin_cases k <;> fin_cases j <;> fin_cases l <;> simp [pauliZ]
  · rintro ⟨c, hc⟩
    have h0 : U = c := by
      simpa [hartree, partialTrace, densityInteraction, Matrix.diagonal_apply,
        Fin.sum_univ_two] using congrFun (congrFun hc 0) 0
    have h1 : 0 = c := by
      simpa [hartree, partialTrace, densityInteraction, Matrix.diagonal_apply,
        Fin.sum_univ_two] using congrFun (congrFun hc 1) 1
    exact hU (h0.trans h1.symm)

end

end ClosedShellMeanField
```

```lean
#print axioms ClosedShellMeanField.exchange_apply
#print axioms ClosedShellMeanField.hartree_exchange_scalar
#print axioms ClosedShellMeanField.fock_levels_shift
#print axioms ClosedShellMeanField.hartree_splits_of_reducible
```

```
'ClosedShellMeanField.exchange_apply' depends on axioms: [propext, Classical.choice, Quot.sound]
'ClosedShellMeanField.hartree_exchange_scalar' depends on axioms: [propext, Classical.choice, Quot.sound]
'ClosedShellMeanField.fock_levels_shift' depends on axioms: [propext, Classical.choice, Quot.sound]
'ClosedShellMeanField.hartree_splits_of_reducible' depends on axioms: [propext, Classical.choice, Quot.sound]
```

## From matrix elements to the level shift

`trace_partialTrace` rewrites the trace over pairs as a double sum, and `exchange_apply` confirms the index formula for $K_{ij}$. In `swap_commute`, only one term survives in each product with the swap matrix; the remaining factors agree because numbers commute.

`partialTrace_rules` contains the three rules above. After `simp` expands the products, `Finset.sum_comm` exchanges the order of summation. In `partialTrace_commute`, `e1` and `e2` factor $u\otimes u$ in the two possible orders, while `e3` and `e4` express unitarity on the second electron. The step `key` is the displayed identity for $W(u\otimes1)$, and the final rewriting takes its partial trace.

`partialTrace_scalar` applies `hirr` to the resulting commutation relation and takes the trace. The main theorem uses this lemma twice, for `V` and for `V * swap`. For the levels, `module` collects the Fock matrix into $h$ plus a multiple of the identity, and `add_left_inj` cancels the common shift from the eigenvalue equation.

`hartree_exchange_scalar_witness` checks the hypotheses for the Pauli matrices $X$ and $Z$ and the $U$, $U'$ interaction. Commuting with $Z$ removes a matrix's off-diagonal elements, and commuting with $X$ makes its diagonal elements equal. With $Z$ alone, `hartree_splits_of_reducible` takes a repulsion $U\neq0$ in the first orbital only. The Hartree matrix has diagonal elements $U$ and $0$, so invariance under a single unitary such as $Z$ does not suffice.

For a Hubbard-corrected calculation that uses this Hartree–Fock form, the result offers a simple test: fill a finite irreducible shell completely, and an invariant on-site interaction must give a potential proportional to the identity.
